# Cosine vibrations above the Nyquist limit share their frames with slower ones

Before a molecular dynamics run that is meant to yield a vibrational spectrum, one has to choose how often frames are saved. If the highest frequency present is $w_{\max}$, the spacing $d$ between frames should satisfy $d < \pi/w_{\max}$. With a larger spacing, a fast vibration can produce exactly the numbers that a slower one would have produced, and the spectrum can then show a peak at a frequency where the system has no mode.

Here $w$ is an angular frequency, usually written $\omega$. The bound $\pi/d$ is the Nyquist limit, which in ordinary frequency is $1/(2d)$.

## One frame fixes all the others

Let $d>0$, and let the vibration $\cos(wt)$ be recorded at the times $nd$ with $n = 0, 1, 2, \dots$ Write $s_n(w) = \cos(wnd)$ for the frames and $\theta = wd$ for the phase advance per frame. The addition formulas, applied around the middle frame $n+1$, give

$$\cos((n+2)\theta) = \cos((n+1)\theta)\cos\theta - \sin((n+1)\theta)\sin\theta,$$

$$\cos(n\theta) = \cos((n+1)\theta)\cos\theta + \sin((n+1)\theta)\sin\theta.$$

Adding them cancels the sines:

$$s_{n+2}(w) = 2\cos(wd)\,s_{n+1}(w) - s_n(w).$$

Every vibration starts from $s_0 = 1$ and $s_1 = \cos(wd)$, and the coefficient of the recurrence also depends on $\cos(wd)$ alone. By induction, two frequencies $w$ and $v$ with $\cos(wd)=\cos(vd)$ have identical frames. Conversely, identical frames agree at $n=1$, which is this same equation.

## The band in which frequencies are distinguishable

If $w$ and $v$ both lie in $[0,\pi/d]$, then $wd$ and $vd$ lie in $[0,\pi]$, where the cosine is injective. Identical frames therefore give $wd=vd$, and so $w=v$.

It is not enough that only one of the two frequencies respects the upper bound. Take $d=1$ with the frequencies $\pi/2$ and $3\pi/2$. Both give the frames $1, 0, -1, 0$, repeated indefinitely.

This is an instance of a mirror symmetry. If $(v+w)d = 2\pi$, then

$$\cos(vd)=\cos(2\pi-wd)=\cos(wd),$$

so $v$ and $w$ have the same frames. Two consequences follow.

- For $\pi/d<w<2\pi/d$, the mirror frequency $2\pi/d-w$ lies strictly between $0$ and $\pi/d$. By uniqueness it is the only frequency in the band with the frames of $w$.
- No longer band works. If $b>\pi/d$, choose $\varepsilon$ with $0<\varepsilon\le\min(b-\pi/d,\ \pi/d)$. The distinct frequencies $\pi/d-\varepsilon$ and $\pi/d+\varepsilon$ both lie in $[0,b]$ and have the same frames.

Any real frequency $w$ can be brought into the band by setting

$$w' = \frac{\arccos(\cos(wd))}{d}.$$

The arccosine takes values in $[0,\pi]$, so $w'\in[0,\pi/d]$. Moreover $\cos(w'd)=\cos(wd)$, so the frames agree.

Finally, let $C(t)=\sum_i a_i\cos(w_it)$ be a correlation function with finitely many modes. At $t=nd$ each term keeps its value when $w_i$ is replaced by $w_i'$, and hence so does the sum.

## Frames, apparent frequencies and correlation functions in Lean

```lean
import Mathlib

open scoped Real

namespace NyquistAliasing

noncomputable section
```

The frames form a function of the natural number `n`. An equation `sample d w = sample d v` therefore means agreement at every frame. The amplitude is one and the phase at time zero is zero.

```lean
/-- The saved frames of a vibration `cos (w t)`, taken at the times `n d`. -/
def sample (d w : ℝ) (n : ℕ) : ℝ := Real.cos (w * (n * d))
```

The frequency $w'$ is called `apparentFrequency`. It is where the vibration seems to lie when only the frames are known and the band $[0,\pi/d]$ is assumed.

```lean
/-- The frequency `arccos (cos (w d)) / d` assigned to a vibration of frequency `w`
when the frames are a time `d > 0` apart. -/
def apparentFrequency (d w : ℝ) : ℝ := Real.arccos (Real.cos (w * d)) / d
```

In `correlation`, the finite type `ι` labels the modes. The amplitudes and frequencies are arbitrary real numbers, and `t` is the time lag. The cosine form suits the classical equilibrium autocorrelation function of a real quantity, which is even in the lag.

```lean
/-- A correlation function made of finitely many harmonic modes with amplitudes `a i`
and frequencies `w i`. -/
def correlation {ι : Type*} [Fintype ι] (a w : ι → ℝ) (t : ℝ) : ℝ :=
  ∑ i, a i * Real.cos (w i * t)
```

## The recurrence and the comparison of frames

The equations `e1` and `e2` are the two addition formulas above, and `linear_combination e1 + e2` adds them. The recurrence holds for all real `d` and `w`.

```lean
/-- Each frame of a vibration from frame 2 on is `2 cos (w d)` times the frame before it, minus the
frame before that. -/
theorem sample_recurrence (d w : ℝ) (n : ℕ) :
    sample d w (n + 2) = 2 * Real.cos (w * d) * sample d w (n + 1) - sample d w n := by
  simp only [sample]
  push_cast
  -- step forward and backward from the middle frame
  have e1 : Real.cos (w * (((n : ℝ) + 2) * d)) =
      Real.cos (w * (((n : ℝ) + 1) * d)) * Real.cos (w * d)
        - Real.sin (w * (((n : ℝ) + 1) * d)) * Real.sin (w * d) := by
    rw [← Real.cos_add]
    congr 1
    ring
  have e2 : Real.cos (w * ((n : ℝ) * d)) =
      Real.cos (w * (((n : ℝ) + 1) * d)) * Real.cos (w * d)
        + Real.sin (w * (((n : ℝ) + 1) * d)) * Real.sin (w * d) := by
    rw [← Real.cos_sub]
    congr 1
    ring
  linear_combination e1 + e2
```

The next theorem reduces a comparison of infinitely many frames to a comparison of one. The forward direction evaluates the equality at frame 1. For the converse, the induction carries two neighbouring frames at once, because the recurrence needs both to produce the next.

```lean
/-- Two vibrations have identical frames exactly when they agree at the first frame
after time zero. -/
theorem sample_eq_iff (d w v : ℝ) :
    sample d w = sample d v ↔ Real.cos (w * d) = Real.cos (v * d) := by
  constructor
  · intro h
    have h1 := congrFun h 1
    simp only [sample, Nat.cast_one, one_mul] at h1
    exact h1
  · intro h
    -- the recurrence carries agreement of two neighbouring frames to the next one
    have key : ∀ n : ℕ, sample d w n = sample d v n ∧
        sample d w (n + 1) = sample d v (n + 1) := by
      intro n
      induction n with
      | zero =>
        constructor
        · simp [sample]
        · simp only [sample, zero_add, Nat.cast_one, one_mul]
          exact h
      | succ n ih =>
        refine ⟨ih.2, ?_⟩
        have a := sample_recurrence d w n
        have b := sample_recurrence d v n
        rw [h, ih.1, ih.2] at a
        exact a.trans b.symm
    funext n
    exact (key n).1
```

The mirror symmetry is now a statement about a single cosine. Its hypothesis is written as a product, `(v + w) * d = 2 * π`, and says that the two frequencies add up to the sampling frequency $2\pi/d$.

```lean
/-- Two frequencies whose sum is the sampling frequency, `(v + w) d = 2π`, have
identical frames. -/
theorem sample_mirror {d v w : ℝ} (h : (v + w) * d = 2 * π) :
    sample d v = sample d w := by
  rw [sample_eq_iff, show v * d = 2 * π - w * d by linear_combination h,
    Real.cos_two_pi_sub]
```

## Uniqueness up to the Nyquist limit and no further

`Set.InjOn (sample d) (Set.Icc 0 (π / d))` says that two frequencies in the closed interval $[0,\pi/d]$ with the same frames are equal. The proof turns the bounds on the frequencies into bounds on the phase advances, applies `Real.injOn_cos`, and cancels `d`. What is identified is the frequency of one cosine with known amplitude and phase. The phase matters at the endpoint $\pi/d$, because $\sin(\pi t/d)$ vanishes at every frame. Reconstructing a general band-limited signal from its samples, the subject of the sampling theorem associated with Nyquist's name, is a different problem and is not treated here.

```lean
/-- For a frame spacing `d > 0`, two frequencies in `[0, π/d]` with identical frames
are equal. -/
theorem sample_injOn {d : ℝ} (hd : 0 < d) :
    Set.InjOn (sample d) (Set.Icc 0 (π / d)) := by
  intro w hw v hv h
  have hcos := (sample_eq_iff d w v).1 h
  -- both phase advances per frame lie in `[0, π]`, where the cosine is injective
  have hphase : w * d = v * d :=
    Real.injOn_cos ⟨mul_nonneg hw.1 hd.le, (le_div_iff₀ hd).1 hw.2⟩
      ⟨mul_nonneg hv.1 hd.le, (le_div_iff₀ hd).1 hv.2⟩ hcos
  exact mul_right_cancel₀ hd.ne' hphase
```

The equivalence below shows that the limit is sharp. It is stated for every real `b`; when `b` is negative the interval is empty and both sides are true. In the forward direction, `e` plays the role of $\varepsilon$, and `sample_mirror` supplies two frequencies with equal frames. Injectivity would force them to coincide, which contradicts `0 < e`. The other direction restricts the previous theorem to a smaller interval.

```lean
/-- For a frame spacing `d > 0`, frames distinguish all frequencies in `[0, b]` exactly
when `b` does not exceed the Nyquist limit `π/d`. -/
theorem sample_injOn_iff {d : ℝ} (hd : 0 < d) (b : ℝ) :
    Set.InjOn (sample d) (Set.Icc 0 b) ↔ b ≤ π / d := by
  constructor
  · intro hinj
    by_contra hb
    have hb' : π / d < b := lt_of_not_ge hb
    have hp : π / d * d = π := div_mul_cancel₀ _ hd.ne'
    have hpos : 0 < π / d := div_pos Real.pi_pos hd
    -- choose two frequencies symmetric about the Nyquist limit
    obtain ⟨e, he, he1, he2⟩ : ∃ e : ℝ, 0 < e ∧ e ≤ b - π / d ∧ e ≤ π / d :=
      ⟨min (b - π / d) (π / d), lt_min (sub_pos.2 hb') hpos,
        min_le_left _ _, min_le_right _ _⟩
    have hs : sample d (π / d - e) = sample d (π / d + e) :=
      sample_mirror (by linear_combination 2 * hp)
    have heq := hinj ⟨by linarith, by linarith⟩ ⟨by linarith, by linarith⟩ hs
    linarith
  · intro hb
    exact (sample_injOn hd).mono (Set.Icc_subset_Icc_right hb)
```

## The false frequency

The specification of `apparentFrequency` has three parts: it lies in the band, it reproduces the frames, and nothing else in the band does. The first follows from the range of the arccosine, the second from `Real.cos_arccos`, and the third from `sample_injOn`. The frequency `w` may be any real number, including one several times the sampling frequency.

```lean
/-- For a frame spacing `d > 0`, the apparent frequency of any vibration lies in
`[0, π/d]`, has the same frames as the vibration, and is the only frequency in
that band which does. -/
theorem apparentFrequency_spec {d : ℝ} (hd : 0 < d) (w : ℝ) :
    apparentFrequency d w ∈ Set.Icc 0 (π / d) ∧
    sample d (apparentFrequency d w) = sample d w ∧
    ∀ v ∈ Set.Icc 0 (π / d), sample d v = sample d w → v = apparentFrequency d w := by
  have hmem : apparentFrequency d w ∈ Set.Icc 0 (π / d) :=
    ⟨div_nonneg (Real.arccos_nonneg _) hd.le,
      div_le_div_of_nonneg_right (Real.arccos_le_pi _) hd.le⟩
  have hs : sample d (apparentFrequency d w) = sample d w := by
    rw [sample_eq_iff, apparentFrequency, div_mul_cancel₀ _ hd.ne',
      Real.cos_arccos (Real.neg_one_le_cos _) (Real.cos_le_one _)]
  exact ⟨hmem, hs, fun v hv h => sample_injOn hd hv hmem (h.trans hs.symm)⟩
```

For `w` in the open interval `Set.Ioo (π / d) (2 * π / d)`, the apparent frequency has the explicit form $2\pi/d-w$. The proof obtains equal frames from `sample_mirror`, checks that the mirror frequency lies inside the band, and lets the uniqueness part of the specification identify the two. In this range the apparent frequency falls as the true one rises.

```lean
/-- For a frame spacing `d > 0`, a vibration with frequency `w` between `π/d` and `2π/d`
has exactly the frames of `2π/d - w`, which lies strictly between `0` and `π/d` and is
the apparent frequency of the vibration. -/
theorem nyquist_aliasing {d w : ℝ} (hd : 0 < d)
    (hw : w ∈ Set.Ioo (π / d) (2 * π / d)) :
    sample d w = sample d (2 * π / d - w) ∧
    2 * π / d - w ∈ Set.Ioo 0 (π / d) ∧
    apparentFrequency d w = 2 * π / d - w := by
  have hp : 2 * π / d * d = 2 * π := div_mul_cancel₀ _ hd.ne'
  have h2 : 2 * π / d = 2 * (π / d) := by ring
  have hs : sample d w = sample d (2 * π / d - w) :=
    sample_mirror (by linear_combination hp)
  have hband : 2 * π / d - w ∈ Set.Ioo 0 (π / d) :=
    ⟨by linarith [hw.2], by linarith [hw.1]⟩
  -- uniqueness in the band identifies the alias
  exact ⟨hs, hband,
    ((apparentFrequency_spec hd w).2.2 _ ⟨hband.1.le, hband.2.le⟩ hs.symm).symm⟩
```

## From one vibration to a spectrum

The last theorem applies the replacement to all modes together. The amplitudes stay as they are, and the two correlation functions agree at every lag `n * d`, although they may differ between frames. The proof compares the sums term by term, using the specification for each mode.

```lean
/-- For a frame spacing `d > 0`, replacing every mode frequency of a correlation function
by its apparent frequency puts all of them in `[0, π/d]` and leaves the value at every
frame unchanged. -/
theorem correlation_aliasing {ι : Type*} [Fintype ι] {d : ℝ} (hd : 0 < d)
    (a w : ι → ℝ) :
    (∀ i, apparentFrequency d (w i) ∈ Set.Icc 0 (π / d)) ∧
    ∀ n : ℕ, correlation a (fun i => apparentFrequency d (w i)) (n * d) =
      correlation a w (n * d) := by
  refine ⟨fun i => (apparentFrequency_spec hd (w i)).1, fun n => ?_⟩
  unfold correlation
  refine Finset.sum_congr rfl fun i _ => ?_
  -- each mode separately has the same frames as its alias
  have h := congrFun (apparentFrequency_spec hd (w i)).2.1 n
  simp only [sample] at h
  rw [h]

end

end NyquistAliasing
```

```lean
#print axioms NyquistAliasing.sample_injOn_iff
-- 'NyquistAliasing.sample_injOn_iff' depends on axioms: [propext, Classical.choice, Quot.sound]
#print axioms NyquistAliasing.nyquist_aliasing
-- 'NyquistAliasing.nyquist_aliasing' depends on axioms: [propext, Classical.choice, Quot.sound]
#print axioms NyquistAliasing.correlation_aliasing
-- 'NyquistAliasing.correlation_aliasing' depends on axioms: [propext, Classical.choice, Quot.sound]
```

In first-principles molecular dynamics this bears on infrared spectra and vibrational densities of states computed from dipole or velocity autocorrelation functions, insofar as these are finite sums of undamped harmonic modes. Any spectrum calculated solely from the values at the saved lags is the same for the true frequencies and for the apparent ones. When it is plotted over $[0,\pi/d]$, a mode with $\pi/d<w<2\pi/d$ therefore contributes at $2\pi/d-w$. If a genuine mode already lies there, the amplitudes of the two in the correlation function add, and the values of that function at the saved lags give no means of separating them.

The step to a real simulation is the assumption that its correlation function has this form. Anharmonicity and damping broaden the lines, and a finite run gives only a statistical estimate of the function.
